# A Hermitian matrix of rank r is rebuilt exactly from r suitable columns and the matching rows

Suppose you store only a few columns of a large matrix, together with the rows of the same indices, and rebuild the rest using the inverse of the block where they cross. If that block is singular, the formula is meaningless. This can happen for every choice of as many indices as the rank: \(\begin{pmatrix}0&1\\0&0\end{pmatrix}\) has rank one, but both its diagonal entries are zero. For Hermitian matrices a good choice always exists.

## The selected block, columns and rows

```lean
import Mathlib

open Matrix

namespace SkeletonDecomposition

noncomputable section

variable {n : Type*} [Fintype n] [DecidableEq n]
```

The matrices are complex and square, with rows and columns labelled by a finite set `n`, for example basis functions or sites.

```lean
/-- The principal submatrix of `M` on the index set `K`. -/
def core (M : Matrix n n ℂ) (K : Finset n) : Matrix K K ℂ :=
  M.submatrix (fun k => (k : n)) (fun k => (k : n))
```

For a subset \(K\) of the labels, `core M K` is the block \(D_{kl}=M_{kl}\) with \(k,l\in K\). The expression `(k : n)` reads an element of \(K\) as a label in `n`.

```lean
/-- The columns of `M` with index in `K`. -/
def cols (M : Matrix n n ℂ) (K : Finset n) : Matrix n K ℂ :=
  M.submatrix id (fun k => (k : n))
```

These are the selected columns, \(A_{ik}=M_{ik}\), with \(i\) unrestricted.

```lean
/-- The rows of `M` with index in `K`. -/
def rows (M : Matrix n n ℂ) (K : Finset n) : Matrix K n ℂ :=
  M.submatrix (fun k => (k : n)) id
```

These are the selected rows, \(B_{kj}=M_{kj}\).

```lean
/-- The Schur complement of the block `K`, written on the full index set: `M` minus its
reconstruction from the selected columns and rows. -/
def residual (M : Matrix n n ℂ) (K : Finset n) : Matrix n n ℂ :=
  M - cols M K * (core M K)⁻¹ * rows M K
```

The residual is \(R=M-AD^{-1}B\). When \(D\) is invertible, \(R\) vanishes on the rows and columns in \(K\), and what remains is the usual Schur complement.

## From spanning rows to an invertible block

```lean
omit [Fintype n] [DecidableEq n] in
/-- If the selected rows span the row space, every row of `M` is a combination of them. -/
theorem exists_interpolation (M : Matrix n n ℂ) (K : Finset n)
    (h : Submodule.span ℂ (Set.range M.row) ≤
      Submodule.span ℂ (Set.range (rows M K).row)) :
    ∃ C : Matrix n K ℂ, M = C * rows M K := by
  have hex : ∀ i, ∃ c : K → ℂ, ∑ k, c k • (rows M K).row k = M.row i := fun i =>
    (Submodule.mem_span_range_iff_exists_fun ℂ).1 (h (Submodule.subset_span ⟨i, rfl⟩))
  choose C hC using hex
  refine ⟨Matrix.of C, ?_⟩
  ext i j
  have hij := congrFun (hC i) j
  simp only [Finset.sum_apply, Pi.smul_apply, smul_eq_mul] at hij
  rw [Matrix.mul_apply]
  exact hij.symm
```

The hypothesis `h` says that every row of \(M\) lies in the span of the selected rows. Row \(i\) then has coefficients \(C_{ik}\) with
\[
M_{ij}=\sum_{k\in K}C_{ik}M_{kj},\qquad\text{that is, } M=CB.
\]
The tactic `choose` collects the coefficients for all \(i\) into one matrix.

```lean
omit [Fintype n] [DecidableEq n] in
/-- Coefficients that rebuild `M` from the selected rows also rebuild the selected columns
from the principal submatrix. -/
theorem cols_eq {M : Matrix n n ℂ} {K : Finset n} {C : Matrix n K ℂ}
    (hC : M = C * rows M K) : cols M K = C * core M K := by
  ext i k
  have h := congrFun (congrFun hC i) (k : n)
  rw [Matrix.mul_apply] at h ⊢
  exact h
```

Evaluate \(M=CB\) at a selected column \(k\): \(M_{ik}=\sum_{l\in K}C_{il}D_{lk}\). Hence \(A=CD\).

```lean
omit [Fintype n] [DecidableEq n] in
/-- For Hermitian `M` the selected rows are the principal submatrix times the adjoint of the
coefficient matrix. -/
theorem rows_eq {M : Matrix n n ℂ} (hM : M.IsHermitian) {K : Finset n} {C : Matrix n K ℂ}
    (hC : M = C * rows M K) : rows M K = core M K * Cᴴ := by
  have h1 : rows M K = (cols M K)ᴴ := by
    ext k i
    exact (hM.apply (k : n) i).symm
  have h2 : (core M K)ᴴ = core M K := by
    ext k l
    exact hM.apply (k : n) (l : n)
  rw [h1, cols_eq hC, Matrix.conjTranspose_mul, h2]
```

Here `hM` says \(M^\dagger=M\), so \(B=A^\dagger\) (`h1`) and \(D^\dagger=D\) (`h2`). Taking the adjoint of \(A=CD\) gives \(B=DC^\dagger\).

```lean
/-- A Hermitian matrix has an invertible principal submatrix whose size is the rank. -/
theorem exists_invertible_core {M : Matrix n n ℂ} (hM : M.IsHermitian) :
    ∃ K : Finset n, K.card = M.rank ∧ IsUnit (core M K) := by
  -- a maximal linearly independent family of rows
  obtain ⟨κ, a, ha, hspan, hli⟩ := exists_linearIndependent' ℂ M.row
  have : Finite κ := Finite.of_injective a ha
  have : Fintype κ := Fintype.ofFinite κ
  have hcard : (Finset.univ.image a).card = M.rank := by
    rw [Finset.card_image_of_injective _ ha, Finset.card_univ,
      Matrix.rank_eq_finrank_span_row, ← hspan, finrank_span_eq_card hli]
  refine ⟨Finset.univ.image a, hcard, ?_⟩
  obtain ⟨C, hC⟩ := exists_interpolation M (Finset.univ.image a) (by
    rw [← hspan]
    apply Submodule.span_mono
    rintro _ ⟨x, rfl⟩
    exact ⟨⟨a x, Finset.mem_image_of_mem a (Finset.mem_univ x)⟩, rfl⟩)
  -- M = C D Cᴴ, so D has at least the rank of M
  have hle : M.rank ≤ (core M (Finset.univ.image a)).rank := by
    have hfac : M = C * (core M (Finset.univ.image a) * Cᴴ) := by
      rw [← rows_eq hM hC]
      exact hC
    calc M.rank = (C * (core M (Finset.univ.image a) * Cᴴ)).rank :=
          congrArg Matrix.rank hfac
      _ ≤ (core M (Finset.univ.image a) * Cᴴ).rank := Matrix.rank_mul_le_right _ _
      _ ≤ _ := Matrix.rank_mul_le_left _ _
  have hw := (core M (Finset.univ.image a)).rank_le_card_width
  rw [Fintype.card_coe] at hw
  rw [← Matrix.linearIndependent_rows_iff_isUnit,
    linearIndependent_iff_card_eq_finrank_span, Set.finrank,
    ← Matrix.rank_eq_finrank_span_row, Fintype.card_coe]
  omega
```

Choose a maximal linearly independent family of rows and let \(K\) be its labels. Then \(|K|=\operatorname{rank}M\), and these rows span the row space. The previous steps give \(M=CB=CDC^\dagger\). A product has at most the rank of each factor, so
\[
\operatorname{rank}M\le\operatorname{rank}D\le|K|=\operatorname{rank}M.
\]
Thus \(D\) has full rank and is invertible, which Lean writes as `IsUnit`. In the code, `hle` is the first inequality, `hw` the second, and `omega` combines them. For \(M=0\) the set \(K\) is empty, and the empty matrix counts as invertible.

## When the residual vanishes

```lean
/-- For an invertible principal submatrix of any square matrix, the Schur complement vanishes
exactly when the size of the submatrix equals the rank of the whole matrix. -/
theorem residual_eq_zero_iff (M : Matrix n n ℂ) (K : Finset n) (hD : IsUnit (core M K)) :
    residual M K = 0 ↔ M.rank = K.card := by
  have hsub : Submodule.span ℂ (Set.range (rows M K).row) ≤
      Submodule.span ℂ (Set.range M.row) := by
    apply Submodule.span_mono
    rintro _ ⟨k, rfl⟩
    exact ⟨(k : n), rfl⟩
  -- the selected rows are independent because D is invertible
  have hrows : K.card ≤ (rows M K).rank := by
    have hsel : core M K =
        rows M K * (1 : Matrix n n ℂ).submatrix id (fun k : K => (k : n)) := by
      ext k l
      simp [core, rows, Matrix.mul_apply, Matrix.one_apply]
    have h1 := Matrix.rank_of_isUnit _ hD
    rw [Fintype.card_coe] at h1
    rw [← h1, hsel]
    exact Matrix.rank_mul_le_left _ _
  constructor
  · intro h
    have hup : M.rank ≤ K.card := by
      calc M.rank = (cols M K * (core M K)⁻¹ * rows M K).rank :=
            congrArg Matrix.rank (sub_eq_zero.1 h)
        _ ≤ (cols M K * (core M K)⁻¹).rank := Matrix.rank_mul_le_left _ _
        _ ≤ Fintype.card K := Matrix.rank_le_card_width _
        _ = K.card := Fintype.card_coe K
    have hlow := Submodule.finrank_mono hsub
    rw [← Matrix.rank_eq_finrank_span_row, ← Matrix.rank_eq_finrank_span_row] at hlow
    omega
  · intro h
    -- equal dimensions force the selected rows to span the row space
    have heq := Submodule.eq_of_le_of_finrank_le hsub (by
      rw [← Matrix.rank_eq_finrank_span_row, ← Matrix.rank_eq_finrank_span_row]
      omega)
    obtain ⟨C, hC⟩ := exists_interpolation M K heq.ge
    rw [residual, sub_eq_zero, cols_eq hC, Matrix.mul_assoc C,
      Matrix.mul_nonsing_inv _ ((Matrix.isUnit_iff_isUnit_det _).1 hD), Matrix.mul_one]
    exact hC
```

This holds for any square \(M\), Hermitian or not, once \(D\) is invertible: \(R=0\) exactly when \(\operatorname{rank}M=|K|\).

Since \(D\) consists of columns of \(B\), we have \(|K|=\operatorname{rank}D\le\operatorname{rank}B\le\operatorname{rank}M\). If \(R=0\), then \(M=AD^{-1}B\) has rank at most \(|K|\), so the two numbers agree.

Conversely, if \(\operatorname{rank}M=|K|\), the span of the selected rows has the same dimension as the row space containing it, so the two coincide. Then \(M=CB\) and \(A=CD\), and
\[
AD^{-1}B=CDD^{-1}B=CB=M.
\]

```lean
/-- Exact skeleton decomposition: a Hermitian matrix has an invertible principal submatrix of
size equal to its rank, and the columns and rows through it reproduce every entry. -/
theorem skeleton_decomposition {M : Matrix n n ℂ} (hM : M.IsHermitian) :
    ∃ K : Finset n, K.card = M.rank ∧ IsUnit (core M K) ∧
      ∀ i j, M i j = ∑ k : K, ∑ l : K, M i k * (core M K)⁻¹ k l * M l j := by
  obtain ⟨K, hK, hD⟩ := exists_invertible_core hM
  refine ⟨K, hK, hD, fun i j => ?_⟩
  have h := sub_eq_zero.1 ((residual_eq_zero_iff M K hD).2 hK.symm)
  refine (congrFun (congrFun h i) j).trans ?_
  simp only [Matrix.mul_apply, Finset.sum_mul]
  exact Finset.sum_comm
```

Every Hermitian \(M\) therefore has a set \(K\) of size \(\operatorname{rank}M\) with \(D\) invertible and
\[
M_{ij}=\sum_{k,l\in K}M_{ik}(D^{-1})_{kl}M_{lj}\quad\text{for all } i,j.
\]
The proof takes \(K\) from `exists_invertible_core`, gets a zero residual from `residual_eq_zero_iff` and expands the matrix products. The theorem gives no procedure for finding \(K\) and no bound on the magnitude of the entries of \(D^{-1}\).

For a positive semidefinite matrix, pivoted Cholesky decomposition builds such a \(K\). In its basic form, each step adds the label with the largest diagonal entry of the current residual, and a triangular factor of \(D\) replaces the explicit inverse. In exact arithmetic the residual reaches zero after \(\operatorname{rank}M\) steps. Some electronic structure codes apply versions of this method to the two-electron integrals, with pairs of basis functions as labels; they typically stop at a tolerance and keep an approximation. For an indefinite Hermitian matrix, the diagonal of a nonzero residual can vanish, as it does at the start for the Pauli matrix \(\sigma_x=\begin{pmatrix}0&1\\1&0\end{pmatrix}\). No single label then enlarges \(D\) to an invertible block, but a pair of labels with a nonzero residual entry between them does.

## A rank-one matrix with no invertible diagonal entry

```lean
/-- The two by two matrix with a single nonzero entry, above the diagonal. -/
def raising : Matrix (Fin 2) (Fin 2) ℂ := !![0, 1; 0, 0]
```

This is the spin-½ raising operator in units of \(\hbar\), in the basis up, down.

```lean
/-- The non-Hermitian matrix `raising` has rank one but no invertible one by one principal
submatrix. -/
theorem raising_no_invertible_core :
    raising.rank = 1 ∧ ∀ K : Finset (Fin 2), K.card = 1 → ¬ IsUnit (core raising K) := by
  constructor
  · apply le_antisymm
    · -- a column times a row
      have h : raising = (!![1; 0] : Matrix (Fin 2) (Fin 1) ℂ) *
          (!![0, 1] : Matrix (Fin 1) (Fin 2) ℂ) := by
        ext i j
        fin_cases i <;> fin_cases j <;> simp [raising, Matrix.mul_apply]
      rw [h]
      refine (Matrix.rank_mul_le_left _ _).trans ?_
      simpa using Matrix.rank_le_card_width (!![1; 0] : Matrix (Fin 2) (Fin 1) ℂ)
    · have h : (1 : Matrix (Fin 1) (Fin 1) ℂ) = (!![1, 0] : Matrix (Fin 1) (Fin 2) ℂ) *
          (raising * (!![0; 1] : Matrix (Fin 2) (Fin 1) ℂ)) := by
        ext i j
        fin_cases i; fin_cases j
        simp [raising, Matrix.mul_apply, Fin.sum_univ_succ]
      have h1 : (1 : Matrix (Fin 1) (Fin 1) ℂ).rank = 1 := by
        rw [Matrix.rank_one, Fintype.card_fin]
      have h2 : (1 : Matrix (Fin 1) (Fin 1) ℂ).rank ≤ raising.rank := by
        rw [h]
        exact (Matrix.rank_mul_le_right _ _).trans (Matrix.rank_mul_le_left _ _)
      exact h1.symm.le.trans h2
  · intro K hK hU
    obtain ⟨k, rfl⟩ := Finset.card_eq_one.1 hK
    have hd : ∀ i, raising i i = 0 := by
      intro i
      fin_cases i <;> simp [raising]
    have hz : core raising {k} = 0 := by
      ext i j
      change raising (i : Fin 2) (j : Fin 2) = 0
      rw [Finset.mem_singleton.1 i.2, Finset.mem_singleton.1 j.2]
      exact hd k
    rw [hz] at hU
    have hx := isUnit_zero_iff.1 hU
    have x : ({k} : Finset (Fin 2)) := ⟨k, Finset.mem_singleton_self k⟩
    have h01 := congrFun (congrFun hx x) x
    rw [Matrix.zero_apply, Matrix.one_apply_eq] at h01
    exact zero_ne_one h01

end

end SkeletonDecomposition
```

The matrix is a column times a row, so its rank is at most one. Multiplying it by \((1\;\;0)\) on the left and \((0\;\;1)^{T}\) on the right gives the number 1, so its rank is at least one. A one-element \(K\) selects a diagonal entry, which is zero; if that block were invertible, Lean would derive \(0=1\). The existence of \(K\) therefore fails for general square matrices.

```lean
#print axioms SkeletonDecomposition.skeleton_decomposition
#print axioms SkeletonDecomposition.raising_no_invertible_core
```

```
'SkeletonDecomposition.skeleton_decomposition' depends on axioms: [propext, Classical.choice, Quot.sound]
'SkeletonDecomposition.raising_no_invertible_core' depends on axioms: [propext, Classical.choice, Quot.sound]
```
